# Isotropy of the fourth moment of the 27-velocity cubic stencil: the condition w₁ = 2w₂ + 8w₃ on the shell weights

The stencil consists of the 27 lattice velocities c with components −1, 0 or 1, each carrying a real weight that depends only on its squared length; the weights need be neither positive nor normalised. The declaration `isotropic_four_iff` states that the fourth moment, the weighted sum of (c·u)⁴, has the same value for all real unit vectors u if and only if w₁ = 2w₂ + 8w₃, where w_k is the weight at squared length k. The proof rests on `moment_four`, which writes this moment as an isotropic part plus a multiple of u₁⁴ + u₂⁴ + u₃⁴. For the forward direction it compares the moment along (1, 0, 0) with that along (3/5, 4/5, 0); for the converse it substitutes the condition into the formula.

The first attempt, which Lean rejects:

```lean
import Mathlib

open Finset

namespace CubicVelocityStencil

noncomputable section

/-- The 27 lattice velocities with components -1, 0 or 1, including the rest velocity. -/
def velocities : Finset (ℤ × ℤ × ℤ) :=
  ({-1, 0, 1} : Finset ℤ) ×ˢ ({-1, 0, 1} : Finset ℤ) ×ˢ ({-1, 0, 1} : Finset ℤ)

/-- The squared length of a lattice velocity. -/
def sqLen (c : ℤ × ℤ × ℤ) : ℤ := c.1 * c.1 + c.2.1 * c.2.1 + c.2.2 * c.2.2

/-- The scalar product of a lattice velocity with a real vector. -/
def proj (c : ℤ × ℤ × ℤ) (u : Fin 3 → ℝ) : ℝ :=
  (c.1 : ℝ) * u 0 + (c.2.1 : ℝ) * u 1 + (c.2.2 : ℝ) * u 2

/-- The `n`-th velocity moment along `u`, where `w k` is the weight of each velocity of
squared length `k`. -/
def moment (w : ℤ → ℝ) (n : ℕ) (u : Fin 3 → ℝ) : ℝ :=
  ∑ c ∈ velocities, w (sqLen c) * proj c u ^ n

/-- The `n`-th velocity moment takes the same value along all unit vectors. -/
def IsotropicAt (w : ℤ → ℝ) (n : ℕ) : Prop :=
  ∃ K : ℝ, ∀ u : Fin 3 → ℝ, u ⬝ᵥ u = 1 → moment w n u = K

/-- A weighted sum over the velocities splits into the rest velocity and the three shells. -/
theorem sum_shells (w : ℤ → ℝ) (f : ℤ × ℤ × ℤ → ℝ) :
    ∑ c ∈ velocities, w (sqLen c) * f c =
      w 0 * f (0, 0, 0)
      + w 1 * (f (1, 0, 0) + f (-1, 0, 0) + f (0, 1, 0) + f (0, -1, 0)
        + f (0, 0, 1) + f (0, 0, -1))
      + w 2 * (f (1, 1, 0) + f (1, -1, 0) + f (-1, 1, 0) + f (-1, -1, 0)
        + f (1, 0, 1) + f (1, 0, -1) + f (-1, 0, 1) + f (-1, 0, -1)
        + f (0, 1, 1) + f (0, 1, -1) + f (0, -1, 1) + f (0, -1, -1))
      + w 3 * (f (1, 1, 1) + f (1, 1, -1) + f (1, -1, 1) + f (1, -1, -1)
        + f (-1, 1, 1) + f (-1, 1, -1) + f (-1, -1, 1) + f (-1, -1, -1)) := by
  have sum3 : ∀ g : ℤ → ℝ, ∑ x ∈ ({-1, 0, 1} : Finset ℤ), g x = g (-1) + g 0 + g 1 := by
    intro g
    rw [Finset.sum_insert (by decide), Finset.sum_insert (by decide), Finset.sum_singleton]
    ring
  simp only [velocities, Finset.sum_product, sum3, sqLen]
  norm_num
  ring

/-- The fourth moment is an isotropic part plus a multiple of the cubic invariant
`∑ i, u i ^ 4`. -/
theorem moment_four (w : ℤ → ℝ) (u : Fin 3 → ℝ) :
    moment w 4 u = (12 * w 2 + 24 * w 3) * (u ⬝ᵥ u) ^ 2
      + (2 * w 1 - 4 * w 2 - 16 * w 3) * ∑ i, u i ^ 4 := by
  refine (sum_shells w (fun c => proj c u ^ 4)).trans ?_
  simp only [proj, dotProduct, Fin.sum_univ_three]
  push_cast
  ring

/-- The fourth velocity moment of the cubic stencil is the same along all unit vectors if and
only if the shell weights satisfy `w 1 = 2 * w 2 + 8 * w 3`. -/
theorem isotropic_four_iff (w : ℤ → ℝ) :
    IsotropicAt w 4 ↔ w 1 = 2 * w 2 + 8 * w 3 := by
  constructor
  · rintro ⟨K, h⟩
    -- compare a cubic axis with an oblique direction in a coordinate plane
    have h1 := h ![1, 0, 0] (by norm_num [dotProduct, Fin.sum_univ_three])
    have h2 := h ![3 / 5, 4 / 5, 0] (by norm_num [dotProduct, Fin.sum_univ_three])
    rw [moment_four] at h1 h2
    norm_num [dotProduct, Fin.sum_univ_three] at h1 h2
    linarith
  · intro h
    refine ⟨12 * w 2 + 24 * w 3, fun u hu => ?_⟩
    rw [moment_four, hu, h]
    ring

end

end CubicVelocityStencil
```

The compiler's answer:

```
Main.lean:65:29: error: unsolved goals
w : ℤ → ℝ
K : ℝ
h : ∀ (u : Fin 3 → ℝ), u ⬝ᵥ u = 1 → moment w 4 u = K
⊢ ![1, 0, 0] 2 = 0
Main.lean:66:37: error: unsolved goals
w : ℤ → ℝ
K : ℝ
h : ∀ (u : Fin 3 → ℝ), u ⬝ᵥ u = 1 → moment w 4 u = K
h1 : moment w 4 ![1, 0, 0] = K
⊢ ![3 / 5, 4 / 5, 0] 2 = 0
Main.lean:69:4: error: linarith failed to find a contradiction
case mp.h1
w : ℤ → ℝ
K : ℝ
h : ∀ (u : Fin 3 → ℝ), u ⬝ᵥ u = 1 → moment w 4 u = K
h1 :
  (12 * w 2 + 24 * w 3) * (1 + ![1, 0, 0] 2 * ![1, 0, 0] 2) ^ 2 +
      (2 * w 1 - 4 * w 2 - 16 * w 3) * (1 + ![1, 0, 0] 2 ^ 4) =
    K
h2 :
  (12 * w 2 + 24 * w 3) * (1 + ![3 / 5, 4 / 5, 0] 2 * ![3 / 5, 4 / 5, 0] 2) ^ 2 +
      (2 * w 1 - 4 * w 2 - 16 * w 3) * (337 / 625 + ![3 / 5, 4 / 5, 0] 2 ^ 4) =
    K
a✝ : w 1 < 2 * w 2 + 8 * w 3
⊢ False
failed
```

What went wrong. All three errors have one source: `norm_num`, as called here, evaluates the entries of the explicit vectors at indices 0 and 1 but not at index 2. The checks that the two vectors have unit length therefore stop at `![1, 0, 0] 2 = 0` and `![3 / 5, 4 / 5, 0] 2 = 0`, which are true but left unproved. The same entries survive in `h1` and `h2`, where their powers multiply the weights. `linarith` does not know that they are zero, so it cannot combine the two equations into the condition on the weights.

The repair first proves `key`, the moment formula for real numbers `x`, `y`, `z` with `x * x + y * y + z * z = 1`. There `rw` writes out the sums, and `exact` accepts `hu` and `hm` because `![x, y, z] 2` is `z` by definition, and likewise for the other entries. Applied to the two directions, `key` gives equations with no vector entries in them. `norm_num` then has only arithmetic to do, and `linarith` gets two equations linear in the weights and `K`, from which the condition follows.

Lean accepts the file once it reads:

```diff
@@ -63,8 +63,16 @@
   · rintro ⟨K, h⟩
     -- compare a cubic axis with an oblique direction in a coordinate plane
-    have h1 := h ![1, 0, 0] (by norm_num [dotProduct, Fin.sum_univ_three])
-    have h2 := h ![3 / 5, 4 / 5, 0] (by norm_num [dotProduct, Fin.sum_univ_three])
-    rw [moment_four] at h1 h2
-    norm_num [dotProduct, Fin.sum_univ_three] at h1 h2
+    have key : ∀ x y z : ℝ, x * x + y * y + z * z = 1 →
+        (12 * w 2 + 24 * w 3) * (x * x + y * y + z * z) ^ 2
+          + (2 * w 1 - 4 * w 2 - 16 * w 3) * (x ^ 4 + y ^ 4 + z ^ 4) = K := by
+      intro x y z hu
+      have hm := h ![x, y, z] (by
+        rw [dotProduct, Fin.sum_univ_three]
+        exact hu)
+      rw [moment_four, dotProduct, Fin.sum_univ_three, Fin.sum_univ_three] at hm
+      exact hm
+    have h1 := key 1 0 0 (by norm_num)
+    have h2 := key (3 / 5) (4 / 5) 0 (by norm_num)
+    norm_num at h1 h2
     linarith
   · intro h
```
